# Single-shell and pair tests determine a quadratic pseudopotential energy error

Let $D(f)$ be the energy error of a pseudopotential as a function of $n$ shell occupations $f$, and suppose that $D$ is a real polynomial of degree at most two. Let $f_0$ be the reference configuration and $e_i$ one electron in shell $i$. If $|D|\le\varepsilon$ at $f_0$, at $f_0\pm e_i$ for every $i$, and at $f_0+e_i+e_j$ for all $i<j$, then for every occupation change $d$

$$|D(f_0+d)|\le\varepsilon\,(1+s+2s^2),\qquad s=\sum_i|d_i|.$$

In particular, if all these test values vanish, $D$ is identically zero. No pair test can be left out: for each pair $p<q$ there is a nonzero quadratic error that passes all the other tests. With two or more shells, tests that each differ from the reference in the occupation of only one shell therefore cannot certify transferability, even within the quadratic model.

## Choosing test configurations in a pseudopotential generator

A generator can compare pseudo-atom and all-electron excitation energies over a list of configurations. Measuring both energies from the reference configuration removes the constant offset due to the core electrons and makes $D(f_0)=0$ by convention. For an error that is quadratic in the occupations, the result gives one list that suffices and bounds the error at other configurations when a tolerance is met on that list. Other lists can also suffice. Moving one electron between two shells, for example, has $s=2$, so the bound gives $11\varepsilon$. This figure is safe but not sharp; the error there can nevertheless exceed $\varepsilon$.

The reference has to be chosen so that the tests are possible: every shell needs at least one electron and room for one more, so an s shell must hold exactly one. The silicon ground state $3s^23p^2$ is excluded as a reference, because its s shell is full. The doubly charged ion with valence configuration $3s^13p^1$ is allowed, and its pair test is the neutral atom $3s^23p^2$. The charge matters too: from a neutral reference the pair tests would be doubly negative ions, which are not stable for isolated atoms.

The quadratic assumption stands for a second-order expansion of the energy in the occupations: the linear terms carry errors in the level energies, and the quadratic terms carry errors in the hardness, that is, in how the levels shift as shells fill.

## From test energies to the bound

Write $D(f)=c+b\cdot f+f\cdot Af$, where $A$ need not be symmetric. Substituting $f=f_0+d$ and collecting terms gives

$$D(f_0+d)=D(f_0)+g\cdot d+\tfrac12\,d\cdot Hd,$$

$$g=b+Af_0+A^Tf_0,\qquad H=A+A^T.$$

At the test configurations this reads

$$D(f_0\pm e_i)=D(f_0)\pm g_i+\tfrac12H_{ii},$$

$$D(f_0+e_i+e_j)=D(f_0)+g_i+g_j+\tfrac12(H_{ii}+H_{jj})+H_{ij}.$$

Solving for the coefficients, with $i\ne j$ in the last line,

$$g_i=\tfrac12\left[D(f_0+e_i)-D(f_0-e_i)\right],$$

$$H_{ii}=D(f_0+e_i)+D(f_0-e_i)-2D(f_0),$$

$$H_{ij}=D(f_0+e_i+e_j)-D(f_0+e_i)-D(f_0+e_j)+D(f_0).$$

The test values thus fix $D$ everywhere. If each is at most $\varepsilon$ in size, then $|g_i|\le\varepsilon$ and $|H_{ij}|\le4\varepsilon$, including $i=j$. Hence $|g\cdot d|\le\varepsilon s$. Each component of $Hd$ is at most $4\varepsilon s$ in size, so $\tfrac12|d\cdot Hd|\le2\varepsilon s^2$. Adding $|D(f_0)|\le\varepsilon$ gives the bound, and $\varepsilon=0$ gives $D=0$.

For the omitted pair $p<q$, take

$$P(f)=(f_p-f_{0,p})(f_q-f_{0,q}).$$

Multiplied out, this is a quadratic polynomial. At $f_0+te_i$ at least one factor is zero, for any real $t$. At $f_0+e_i+e_j$ with $i<j$ both factors are nonzero only if $i=p$ and $j=q$, and then $P=1$ in the chosen energy unit.

## The Lean file

```lean
import Mathlib

open Matrix

namespace PseudopotentialTransferability

noncomputable section

variable {n : ℕ}

/-- One electron in shell `i` and none in the others. -/
def shell (i : Fin n) : Fin n → ℝ := Pi.single i 1

/-- The energy error `D` is a real polynomial of degree at most two in the shell occupations. -/
def IsQuadratic (D : (Fin n → ℝ) → ℝ) : Prop :=
  ∃ (c : ℝ) (b : Fin n → ℝ) (A : Matrix (Fin n) (Fin n) ℝ),
    ∀ f, D f = c + b ⬝ᵥ f + f ⬝ᵥ A *ᵥ f

/-- Slope of the error in shell `i`, measured by adding and removing one electron. -/
def slopeError (D : (Fin n → ℝ) → ℝ) (f0 : Fin n → ℝ) (i : Fin n) : ℝ :=
  (D (f0 + shell i) - D (f0 - shell i)) / 2

/-- Hardness matrix of the error, measured by second differences of the energy error
between test configurations. -/
def hardnessError (D : (Fin n → ℝ) → ℝ) (f0 : Fin n → ℝ) : Matrix (Fin n) (Fin n) ℝ :=
  Matrix.of fun i j =>
    if i = j then D (f0 + shell i) + D (f0 - shell i) - 2 * D f0
    else D (f0 + shell i + shell j) - D (f0 + shell i) - D (f0 + shell j) + D f0

/-- The error that couples shells `p` and `q` only: the product of their deviations from the
reference occupations `f0`. -/
def pairError (f0 : Fin n → ℝ) (p q : Fin n) (f : Fin n → ℝ) : ℝ :=
  (f p - f0 p) * (f q - f0 q)

/-- A quadratic energy error can be expanded about any reference configuration, with a gradient
and a symmetric hardness matrix. -/
theorem expansion_about_reference {D : (Fin n → ℝ) → ℝ} (hD : IsQuadratic D)
    (f0 : Fin n → ℝ) :
    ∃ (g : Fin n → ℝ) (H : Matrix (Fin n) (Fin n) ℝ), H.IsSymm ∧
      ∀ d, D (f0 + d) = D f0 + g ⬝ᵥ d + (d ⬝ᵥ H *ᵥ d) / 2 := by
  obtain ⟨c, b, A, h⟩ := hD
  refine ⟨b + A *ᵥ f0 + f0 ᵥ* A, A + Aᵀ, ?_, fun d => ?_⟩
  · rw [Matrix.IsSymm, Matrix.transpose_add, Matrix.transpose_transpose, add_comm]
  · have h1 : d ⬝ᵥ Aᵀ *ᵥ d = d ⬝ᵥ A *ᵥ d := by
      rw [Matrix.mulVec_transpose, dotProduct_comm, ← Matrix.dotProduct_mulVec]
    have h2 : (f0 ᵥ* A) ⬝ᵥ d = f0 ⬝ᵥ A *ᵥ d := (Matrix.dotProduct_mulVec _ _ _).symm
    have h3 : (A *ᵥ f0) ⬝ᵥ d = d ⬝ᵥ A *ᵥ f0 := dotProduct_comm _ _
    rw [h, h]
    simp only [Matrix.mulVec_add, Matrix.add_mulVec, dotProduct_add, add_dotProduct, h1, h2, h3]
    ring

/-- A quadratic energy error at any configuration `f0 + d` is given exactly by its value at `f0`
and its measured slopes and hardness matrix there. -/
theorem error_from_tests {D : (Fin n → ℝ) → ℝ} (hD : IsQuadratic D) (f0 d : Fin n → ℝ) :
    D (f0 + d) = D f0 + slopeError D f0 ⬝ᵥ d + (d ⬝ᵥ hardnessError D f0 *ᵥ d) / 2 := by
  obtain ⟨g, H, hs, h⟩ := expansion_about_reference hD f0
  have hg : ∀ i, g ⬝ᵥ shell i = g i := by intro i; simp [shell]
  have hH : ∀ i j, shell i ⬝ᵥ H *ᵥ shell j = H i j := by intro i j; simp [shell]
  -- values of the error at the three kinds of test configuration other than the reference
  have hp : ∀ i, D (f0 + shell i) = D f0 + g i + H i i / 2 := by
    intro i
    rw [h, hg, hH]
  have hm : ∀ i, D (f0 - shell i) = D f0 - g i + H i i / 2 := by
    intro i
    rw [sub_eq_add_neg, h]
    simp only [Matrix.mulVec_neg, dotProduct_neg, neg_dotProduct, neg_neg, hg, hH]
    ring
  have hpp : ∀ i j, D (f0 + shell i + shell j)
      = D f0 + g i + g j + (H i i + H j j) / 2 + H i j := by
    intro i j
    have hs' : H j i = H i j := hs.apply i j
    rw [add_assoc, h]
    simp only [Matrix.mulVec_add, dotProduct_add, add_dotProduct, hg, hH]
    linear_combination hs' / 2
  -- the finite differences return the gradient and the hardness matrix
  have e1 : slopeError D f0 = g := by
    funext i
    simp only [slopeError, hp, hm]
    ring
  have e2 : hardnessError D f0 = H := by
    ext i j
    by_cases hij : i = j
    · subst hij
      simp only [hardnessError, Matrix.of_apply, if_true, hp, hm]
      ring
    · simp only [hardnessError, Matrix.of_apply, if_neg hij, hpp, hp]
      ring
  rw [e1, e2, h]

/-- If every component of `u` is at most `M` in size, then `u ⬝ᵥ d` is at most `M` times the
total occupation change `∑ |d i|`. -/
theorem abs_dotProduct_le (u d : Fin n → ℝ) (M : ℝ) (h : ∀ i, |u i| ≤ M) :
    |u ⬝ᵥ d| ≤ M * ∑ i, |d i| := by
  calc |u ⬝ᵥ d| ≤ ∑ i, |u i * d i| := Finset.abs_sum_le_sum_abs _ _
    _ ≤ ∑ i, M * |d i| := Finset.sum_le_sum fun i _ => by
        rw [abs_mul]
        exact mul_le_mul_of_nonneg_right (h i) (abs_nonneg _)
    _ = M * ∑ i, |d i| := (Finset.mul_sum _ _ _).symm

/-- If a quadratic energy error is at most `ε` in size in the reference, single-shell and pair
tests, then at `f0 + d` it is at most `ε (1 + s + 2 s²)`, where `s = ∑ |d i|`. -/
theorem transferability_bound {D : (Fin n → ℝ) → ℝ} (hD : IsQuadratic D) (f0 : Fin n → ℝ)
    (ε : ℝ) (h0 : |D f0| ≤ ε) (hp : ∀ i, |D (f0 + shell i)| ≤ ε)
    (hm : ∀ i, |D (f0 - shell i)| ≤ ε)
    (hpp : ∀ i j, i < j → |D (f0 + shell i + shell j)| ≤ ε) (d : Fin n → ℝ) :
    |D (f0 + d)| ≤ ε * (1 + ∑ i, |d i| + 2 * (∑ i, |d i|) ^ 2) := by
  have b0 := abs_le.mp h0
  have hslope : ∀ i, |slopeError D f0 i| ≤ ε := by
    intro i
    have b1 := abs_le.mp (hp i)
    have b2 := abs_le.mp (hm i)
    rw [abs_le, slopeError]
    constructor <;> linarith [b1.1, b1.2, b2.1, b2.2]
  have hhard : ∀ i j, |hardnessError D f0 i j| ≤ 4 * ε := by
    intro i j
    have b1 := abs_le.mp (hp i)
    have b2 := abs_le.mp (hm i)
    have b3 := abs_le.mp (hp j)
    by_cases hij : i = j
    · simp only [hardnessError, Matrix.of_apply, if_pos hij]
      rw [abs_le]
      constructor <;> linarith [b0.1, b0.2, b1.1, b1.2, b2.1, b2.2]
    · have h4 : |D (f0 + shell i + shell j)| ≤ ε := by
        rcases lt_or_gt_of_ne hij with hlt | hgt
        · exact hpp i j hlt
        · rw [add_right_comm]
          exact hpp j i hgt
      have b4 := abs_le.mp h4
      simp only [hardnessError, Matrix.of_apply, if_neg hij]
      rw [abs_le]
      constructor <;> linarith [b0.1, b0.2, b1.1, b1.2, b3.1, b3.2, b4.1, b4.2]
  -- linear and quadratic parts of the reconstruction formula
  have hX := abs_le.mp (abs_dotProduct_le (slopeError D f0) d ε hslope)
  have hY := abs_dotProduct_le (hardnessError D f0 *ᵥ d) d (4 * ε * ∑ i, |d i|)
    (fun i => abs_dotProduct_le (fun j => hardnessError D f0 i j) d (4 * ε) (hhard i))
  rw [dotProduct_comm] at hY
  have hY' := abs_le.mp hY
  rw [error_from_tests hD f0 d, abs_le]
  constructor <;> nlinarith [b0.1, b0.2, hX.1, hX.2, hY'.1, hY'.2]

/-- A quadratic energy error that vanishes at the reference, on adding or removing one electron
in any shell, and on adding one electron to each of any two shells, vanishes everywhere. -/
theorem transferability_certified {D : (Fin n → ℝ) → ℝ} (hD : IsQuadratic D)
    (f0 : Fin n → ℝ) (h0 : D f0 = 0) (hp : ∀ i, D (f0 + shell i) = 0)
    (hm : ∀ i, D (f0 - shell i) = 0)
    (hpp : ∀ i j, i < j → D (f0 + shell i + shell j) = 0) (f : Fin n → ℝ) : D f = 0 := by
  -- the tolerance estimate with zero tolerance
  have h := transferability_bound hD f0 0 (by simp [h0]) (fun i => by simp [hp i])
    (fun i => by simp [hm i]) (fun i j hij => by simp [hpp i j hij]) (f - f0)
  rw [add_sub_cancel, zero_mul] at h
  exact abs_nonpos_iff.mp h

/-- The pair error is a polynomial of degree at most two in the occupations. -/
theorem pairError_isQuadratic (f0 : Fin n → ℝ) (p q : Fin n) :
    IsQuadratic (pairError f0 p q) := by
  refine ⟨f0 p * f0 q, (-f0 q) • shell p + (-f0 p) • shell q,
    Matrix.of fun i j => shell p i * shell q j, fun f => ?_⟩
  have hs : ∀ k, shell k ⬝ᵥ f = f k := by intro k; simp [shell]
  have hA : (Matrix.of fun i j => shell p i * shell q j) *ᵥ f = f q • shell p := by
    funext i
    change ∑ j, shell p i * shell q j * f j = f q * shell p i
    rw [← hs q, dotProduct, Finset.sum_mul]
    exact Finset.sum_congr rfl fun j _ => by ring
  rw [hA, dotProduct_comm f]
  simp only [add_dotProduct, smul_dotProduct, hs, smul_eq_mul, pairError]
  ring

/-- For shells `p < q` the pair error vanishes for single-shell excitations of any size and in
every other pair test, yet equals one when both `p` and `q` gain an electron. -/
theorem pair_test_indispensable (f0 : Fin n → ℝ) {p q : Fin n} (hpq : p < q) :
    (∀ i (t : ℝ), pairError f0 p q (f0 + t • shell i) = 0) ∧
    (∀ i j, i < j → ¬(i = p ∧ j = q) → pairError f0 p q (f0 + shell i + shell j) = 0) ∧
    pairError f0 p q (f0 + shell p + shell q) = 1 := by
  have hs : ∀ i k : Fin n, shell i k = if k = i then 1 else 0 := by
    intro i k
    simp [shell, Pi.single_apply]
  refine ⟨fun i t => ?_, fun i j hij hne => ?_, ?_⟩
  · by_cases h : p = i
    · have h' : q ≠ i := fun hq => hpq.ne (h.trans hq.symm)
      simp [pairError, hs, h']
    · simp [pairError, hs, h]
  · -- one of the two coupled shells keeps its reference occupation
    have key : (p ≠ i ∧ p ≠ j) ∨ (q ≠ i ∧ q ≠ j) := by
      simp only [Fin.ext_iff, Fin.lt_def, ne_eq] at hij hpq hne ⊢
      omega
    rcases key with ⟨h1, h2⟩ | ⟨h1, h2⟩ <;> simp [pairError, hs, h1, h2]
  · simp [pairError, hs, hpq.ne, hpq.ne']

end

end PseudopotentialTransferability
```

```lean
#print axioms PseudopotentialTransferability.transferability_certified
#print axioms PseudopotentialTransferability.pairError_isQuadratic
#print axioms PseudopotentialTransferability.pair_test_indispensable
```

```
'PseudopotentialTransferability.transferability_certified' depends on axioms: [propext, Classical.choice, Quot.sound]
'PseudopotentialTransferability.pairError_isQuadratic' depends on axioms: [propext, Classical.choice, Quot.sound]
'PseudopotentialTransferability.pair_test_indispensable' depends on axioms: [propext, Classical.choice, Quot.sound]
```

## Reading the statements and their scope

Occupations are vectors `Fin n → ℝ`, `shell i` is $e_i$, and `IsQuadratic D` says that coefficients $c$, $b$ and $A$ exist. `slopeError` and `hardnessError` are defined from test values of $D$, which a code can compute, and not from its coefficients. The hypotheses `h0`, `hp`, `hm` and `hpp` of `transferability_bound` are the reference, electron-addition, electron-removal and pair tests.

The proof follows the derivation above:

- `expansion_about_reference` supplies $g$ and the symmetric $H$.
- `error_from_tests` evaluates the expansion at the tests. Its steps `e1` and `e2` show that the finite differences equal $g$ and $H$, which gives the reconstruction formula.
- `abs_dotProduct_le` bounds a dot product by the largest component times $s$. `transferability_bound` applies it once to the slope and twice to the hardness term; `linarith` derives the bounds $\varepsilon$ and $4\varepsilon$ from the test inequalities, and `nlinarith` combines the parts.
- `transferability_certified` sets the tolerance to zero and takes $d=f-f_0$.
- `pairError_isQuadratic` gives explicit coefficients for $P$, and `pair_test_indispensable` evaluates it at the tests. In the latter, `key` says that in every other pair test one of the shells $p$, $q$ keeps its reference occupation.

The quadratic form is assumed, not derived from an electronic-structure method. At degree three the same tests can already fail: $(f_i-f_{0,i})^3-(f_i-f_{0,i})$ vanishes at all of them without being zero, as substitution shows, though this cubic is not treated in the file.

Occupations range over all real numbers, so nothing ensures that a test configuration respects shell capacities or has a converged self-consistent solution. The steps are whole electrons; a code that tests with fractional steps needs correspondingly rescaled differences and bounds.

The tolerance $\varepsilon$ must bound the true values of $D$, so convergence and rounding errors in the computed energies have to be included in it. The bound is a worst-case estimate, with no claim that it is attained.

The function $P$ shows that the remaining tests are logically insufficient; it is not shown to be the error of an actual pseudopotential. Finally, the statements concern energies as functions of occupations only, and say nothing about scattering properties, charge densities or behaviour in a molecule or solid.
